# For a normalised discrete spectrum in [−1, 1], the n × n matrix of power moments has an eigenvalue of at most 4^(2−n)

A spectral density can be estimated from the power moments $\langle\varphi|H^k|\varphi\rangle$ of a Hamiltonian $H$ in a state $\varphi$, but rounding errors can limit how many moments are useful. If $H$ has finitely many levels, all in $[-1,1]$, and $\varphi$ is normalised, then for $n\ge 2$ the smallest eigenvalue of the $n\times n$ matrix with entries $\langle\varphi|H^{j+k}|\varphi\rangle$, $j,k=0,\dots,n-1$, is at most $4^{2-n}$.

```lean
import Mathlib

open Matrix Polynomial

namespace PowerMomentConditioning

noncomputable section

/-- The `n` by `n` Hankel matrix of power moments `∑ w_i x_i^(j+k)` of a discrete distribution
with weights `w` at the nodes `x`. -/
def momentMatrix {ι : Type*} [Fintype ι] (w x : ι → ℝ) (n : ℕ) : Matrix (Fin n) (Fin n) ℝ :=
  Matrix.of fun j k => ∑ i, w i * x i ^ ((j : ℕ) + (k : ℕ))

/-- The set of real eigenvalues of a real square matrix. -/
def eigenvalueSet {n : ℕ} (A : Matrix (Fin n) (Fin n) ℝ) : Set ℝ :=
  {μ | ∃ v : Fin n → ℝ, v ≠ 0 ∧ A *ᵥ v = μ • v}

/-- The smallest eigenvalue of a real symmetric matrix of positive size. -/
def minEigenvalue {n : ℕ} (A : Matrix (Fin n) (Fin n) ℝ) : ℝ := sInf (eigenvalueSet A)

/-- The largest eigenvalue of a real symmetric matrix of positive size. -/
def maxEigenvalue {n : ℕ} (A : Matrix (Fin n) (Fin n) ℝ) : ℝ := sSup (eigenvalueSet A)

/-- Each eigenvalue listed by the spectral theorem for a real symmetric matrix has a nonzero
eigenvector. -/
theorem eigenvalues_mem {n : ℕ} {A : Matrix (Fin n) (Fin n) ℝ} (hA : A.IsHermitian)
    (i : Fin n) : hA.eigenvalues i ∈ eigenvalueSet A := by
  refine ⟨(hA.eigenvectorBasis i).ofLp, fun h => ?_, hA.mulVec_eigenvectorBasis i⟩
  apply hA.eigenvectorBasis.orthonormal.ne_zero i
  ext k
  exact congrFun h k

/-- A real symmetric matrix of positive size attains its smallest and its largest eigenvalue. -/
theorem extreme_eigenvalues {n : ℕ} (hn : 0 < n) {A : Matrix (Fin n) (Fin n) ℝ}
    (hA : A.IsHermitian) : IsLeast (eigenvalueSet A) (minEigenvalue A) ∧
      IsGreatest (eigenvalueSet A) (maxEigenvalue A) := by
  have hne : (eigenvalueSet A).Nonempty := ⟨_, eigenvalues_mem hA ⟨0, hn⟩⟩
  have hfin : (eigenvalueSet A).Finite := by
    refine (Module.End.finite_hasEigenvalue (Matrix.toLin' A)).subset ?_
    rintro μ ⟨v, hv, h⟩
    exact Module.End.hasEigenvalue_of_hasEigenvector (x := v)
      ⟨Module.End.mem_eigenspace_iff.2 (by rw [Matrix.toLin'_apply]; exact h), hv⟩
  exact ⟨⟨hne.csInf_mem hfin, fun _ h => csInf_le hfin.bddBelow h⟩,
    ⟨hne.csSup_mem hfin, fun _ h => le_csSup hfin.bddAbove h⟩⟩

/-- Variational bound: if no eigenvalue of a real symmetric matrix lies below `a`, then its
quadratic form is at least `a` times the squared norm of the trial vector. -/
theorem variational_bound {n : ℕ} {A : Matrix (Fin n) (Fin n) ℝ} (hA : A.IsHermitian) {a : ℝ}
    (h : ∀ ν ∈ eigenvalueSet A, a ≤ ν) (c : Fin n → ℝ) : a * (c ⬝ᵥ c) ≤ c ⬝ᵥ A *ᵥ c := by
  have hB : (A - a • (1 : Matrix (Fin n) (Fin n) ℝ)).IsHermitian :=
    hA.sub (by simp [Matrix.IsHermitian])
  -- the shifted matrix has no negative eigenvalue
  have hpos := hB.posSemidef_iff_eigenvalues_nonneg.2 (fun i => by
    obtain ⟨v, hv0, hv⟩ := eigenvalues_mem hB i
    rw [Matrix.sub_mulVec, Matrix.smul_mulVec, Matrix.one_mulVec] at hv
    have := h (hB.eigenvalues i + a) ⟨v, hv0, by rw [add_smul, ← hv, sub_add_cancel]⟩
    change 0 ≤ hB.eigenvalues i
    linarith)
  have := hpos.dotProduct_mulVec_nonneg c
  rw [Matrix.sub_mulVec, Matrix.smul_mulVec, Matrix.one_mulVec, dotProduct_sub,
    dotProduct_smul, star_trivial, smul_eq_mul] at this
  linarith

/-- The moment matrix is symmetric. -/
theorem momentMatrix_symm {ι : Type*} [Fintype ι] (w x : ι → ℝ) (n : ℕ) :
    (momentMatrix w x n).IsHermitian := by
  ext j k
  simp [momentMatrix, add_comm]

/-- The quadratic form of the moment matrix at a coefficient vector is the weighted sum of the
squared values of the corresponding polynomial at the nodes. -/
theorem moment_quadratic_form {ι : Type*} [Fintype ι] (w x : ι → ℝ) {n : ℕ} (c : Fin n → ℝ) :
    c ⬝ᵥ momentMatrix w x n *ᵥ c = ∑ i, w i * (∑ j, c j * x i ^ (j : ℕ)) ^ 2 := by
  have key : ∀ i, w i * (∑ j, c j * x i ^ (j : ℕ)) ^ 2 =
      ∑ j : Fin n, ∑ k : Fin n, c j * (w i * x i ^ ((j : ℕ) + (k : ℕ)) * c k) := by
    intro i
    rw [sq, Finset.sum_mul_sum, Finset.mul_sum]
    refine Finset.sum_congr rfl fun j _ => ?_
    rw [Finset.mul_sum]
    refine Finset.sum_congr rfl fun k _ => ?_
    rw [pow_add]
    ring
  rw [Finset.sum_congr rfl fun i _ => key i, Finset.sum_comm]
  simp only [dotProduct, Matrix.mulVec, momentMatrix, Matrix.of_apply]
  refine Finset.sum_congr rfl fun j _ => ?_
  rw [Finset.sum_comm, Finset.mul_sum]
  refine Finset.sum_congr rfl fun k _ => ?_
  rw [Finset.sum_mul, Finset.mul_sum]

/-- Consecutive Chebyshev polynomials: `p` and `q` have degree at most `m` and `m + 1`, represent
`cos (m θ)` and `cos ((m + 1) θ)` in the variable `cos θ`, and `q` has top coefficient `2^m`. -/
theorem chebyshev_pair (m : ℕ) : ∃ p q : ℝ[X], p.natDegree ≤ m ∧ q.natDegree ≤ m + 1 ∧
    q.coeff (m + 1) = 2 ^ m ∧ (∀ θ : ℝ, p.eval (Real.cos θ) = Real.cos (m * θ)) ∧
    ∀ θ : ℝ, q.eval (Real.cos θ) = Real.cos ((m + 1) * θ) := by
  induction m with
  | zero => exact ⟨1, X, by simp, by simp, by simp, by simp, by simp⟩
  | succ m ih =>
    obtain ⟨p, q, hp, hq, hc, ep, eq⟩ := ih
    -- the three-term recursion
    refine ⟨q, C 2 * (X * q) - p, hq, ?_, ?_, fun θ => ?_, fun θ => ?_⟩
    · rw [natDegree_le_iff_coeff_eq_zero]
      intro N hN
      obtain ⟨k, rfl⟩ : ∃ k, N = k + 1 := ⟨N - 1, by omega⟩
      rw [coeff_sub, coeff_C_mul, coeff_X_mul,
        coeff_eq_zero_of_natDegree_lt (show q.natDegree < k by omega),
        coeff_eq_zero_of_natDegree_lt (show p.natDegree < k + 1 by omega)]
      norm_num
    · rw [coeff_sub, coeff_C_mul, coeff_X_mul, hc,
        coeff_eq_zero_of_natDegree_lt (show p.natDegree < m + 1 + 1 by omega)]
      ring
    · rw [eq θ]
      push_cast
      rfl
    · have h1 := Real.cos_add (((m : ℝ) + 1) * θ) θ
      have h2 := Real.cos_sub (((m : ℝ) + 1) * θ) θ
      rw [show ((m : ℝ) + 1) * θ + θ = ((m : ℝ) + 1 + 1) * θ by ring] at h1
      rw [show ((m : ℝ) + 1) * θ - θ = (m : ℝ) * θ by ring] at h2
      rw [eval_sub, eval_mul, eval_C, eval_mul, eval_X, ep θ, eq θ]
      push_cast
      linear_combination -h1 - h2

/-- For nonnegative weights of sum one at nodes in `[-1, 1]` and `n ≥ 2`, the smallest eigenvalue of
the `n` by `n` moment matrix is at most `4^(2-n)`. -/
theorem minEigenvalue_le {ι : Type*} [Fintype ι] {w x : ι → ℝ} (hw : ∀ i, 0 ≤ w i)
    (hsum : ∑ i, w i = 1) (hx : ∀ i, x i ∈ Set.Icc (-1 : ℝ) 1) {n : ℕ} (hn : 2 ≤ n) :
    minEigenvalue (momentMatrix w x n) ≤ (4 : ℝ) ^ (2 - (n : ℤ)) := by
  obtain ⟨m, rfl⟩ : ∃ m, n = m + 2 := ⟨n - 2, by omega⟩
  obtain ⟨-, q, -, hq, hc, -, eq⟩ := chebyshev_pair m
  have hS := momentMatrix_symm w x (m + 2)
  let c : Fin (m + 2) → ℝ := fun j => q.coeff j
  have hray := variational_bound hS (extreme_eigenvalues (by omega) hS).1.2 c
  -- the Chebyshev polynomial is bounded by one at every node
  have hform : c ⬝ᵥ momentMatrix w x (m + 2) *ᵥ c ≤ 1 := by
    rw [moment_quadratic_form, ← hsum]
    refine Finset.sum_le_sum fun i _ => ?_
    have he : ∑ j, c j * x i ^ (j : ℕ) = q.eval (x i) := by
      rw [eval_eq_sum_range' (show q.natDegree < m + 2 by omega), Finset.sum_range]
    have hb : |q.eval (x i)| ≤ 1 := by
      rw [← Real.cos_arccos (hx i).1 (hx i).2, eq]
      exact Real.abs_cos_le_one _
    rw [he]
    exact mul_le_of_le_one_right (hw i) ((sq_le_one_iff_abs_le_one _).2 hb)
  -- its leading coefficient alone makes the coefficient vector long
  have hnorm : (4 : ℝ) ^ m ≤ c ⬝ᵥ c := by
    have h := Finset.single_le_sum (f := fun j => c j * c j)
      (fun j _ => mul_self_nonneg (c j)) (Finset.mem_univ (Fin.last (m + 1)))
    have hl : c (Fin.last (m + 1)) = 2 ^ m := hc
    have h4 : (4 : ℝ) ^ m = 2 ^ m * 2 ^ m := by rw [← mul_pow]; norm_num
    rw [h4, ← hl]
    exact h
  have hexp : 2 - ((m + 2 : ℕ) : ℤ) = -(m : ℤ) := by push_cast; ring
  rw [hexp, _root_.zpow_neg, _root_.zpow_natCast]
  rcases le_total (minEigenvalue (momentMatrix w x (m + 2))) 0 with h0 | h0
  · exact h0.trans (by positivity)
  · rw [← one_div, le_div_iff₀ (by positivity)]
    exact (mul_le_mul_of_nonneg_left hnorm h0).trans (hray.trans hform)

/-- For weights of sum one, the largest eigenvalue of a moment matrix of positive size is at
least one. -/
theorem one_le_maxEigenvalue {ι : Type*} [Fintype ι] {w x : ι → ℝ} (hsum : ∑ i, w i = 1)
    {n : ℕ} (hn : 0 < n) : 1 ≤ maxEigenvalue (momentMatrix w x n) := by
  obtain ⟨m, rfl⟩ : ∃ m, n = m + 1 := ⟨n - 1, by omega⟩
  have hS := momentMatrix_symm w x (m + 1)
  have h := variational_bound hS.neg (a := -maxEigenvalue (momentMatrix w x (m + 1)))
    (fun ν ⟨v, hv0, hv⟩ => by
      have := (extreme_eigenvalues hn hS).2.2
        (show -ν ∈ eigenvalueSet _ from ⟨v, hv0, by
          rw [neg_smul, ← hv, Matrix.neg_mulVec, neg_neg]⟩)
      linarith) (Pi.single 0 1)
  -- the trial vector is the constant polynomial
  have h1 : (Pi.single 0 1 : Fin (m + 1) → ℝ) ⬝ᵥ
      momentMatrix w x (m + 1) *ᵥ Pi.single 0 1 = 1 := by
    rw [moment_quadratic_form]
    simp [Pi.single_apply, hsum]
  have h2 : (Pi.single 0 1 : Fin (m + 1) → ℝ) ⬝ᵥ Pi.single 0 1 = 1 := by simp
  rw [Matrix.neg_mulVec, dotProduct_neg, h1, h2] at h
  linarith

/-- For nonnegative weights of sum one at nodes in `[-1, 1]` and `n ≥ 2`, if the smallest
eigenvalue is positive, the ratio of largest to smallest eigenvalue is at least `4^(n-2)`. -/
theorem condition_number_ge {ι : Type*} [Fintype ι] {w x : ι → ℝ} (hw : ∀ i, 0 ≤ w i)
    (hsum : ∑ i, w i = 1) (hx : ∀ i, x i ∈ Set.Icc (-1 : ℝ) 1) {n : ℕ} (hn : 2 ≤ n)
    (hpos : 0 < minEigenvalue (momentMatrix w x n)) :
    (4 : ℝ) ^ ((n : ℤ) - 2) ≤
      maxEigenvalue (momentMatrix w x n) / minEigenvalue (momentMatrix w x n) := by
  rw [le_div_iff₀ hpos]
  calc (4 : ℝ) ^ ((n : ℤ) - 2) * minEigenvalue (momentMatrix w x n)
      ≤ (4 : ℝ) ^ ((n : ℤ) - 2) * (4 : ℝ) ^ (2 - (n : ℤ)) :=
        mul_le_mul_of_nonneg_left (minEigenvalue_le hw hsum hx hn) (by positivity)
    _ = 1 := by
        rw [← zpow_add₀ (by norm_num : (4 : ℝ) ≠ 0)]
        simp
    _ ≤ _ := one_le_maxEigenvalue hsum (by omega)

/-- Weights `1/2` at each of the nodes `1` and `-1` attain the bound `4^(2-n)` for `n = 2`. -/
theorem bound_attained_two :
    minEigenvalue (momentMatrix ![1 / 2, 1 / 2] ![1, -1] 2) = (4 : ℝ) ^ (2 - (2 : ℤ)) := by
  have hM : momentMatrix ![1 / 2, 1 / 2] ![1, -1] 2 = 1 := by
    ext i j
    fin_cases i <;> fin_cases j <;> norm_num [momentMatrix, Fin.sum_univ_succ]
  obtain ⟨v, hv0, hv⟩ := (extreme_eigenvalues (by norm_num)
    (momentMatrix_symm ![1 / 2, 1 / 2] ![1, -1] 2)).1.1
  obtain ⟨k, hk⟩ := Function.ne_iff.1 hv0
  rw [hM, Matrix.one_mulVec] at hv
  have h := congrFun hv k
  rw [Pi.smul_apply, smul_eq_mul] at h
  rw [hM, sub_self, zpow_zero]
  exact mul_right_cancel₀ hk (by rw [one_mul]; exact h.symm)

end

end PowerMomentConditioning
```

```lean
#print axioms PowerMomentConditioning.minEigenvalue_le
#print axioms PowerMomentConditioning.condition_number_ge
#print axioms PowerMomentConditioning.bound_attained_two
```

```
'PowerMomentConditioning.minEigenvalue_le' depends on axioms: [propext, Classical.choice, Quot.sound]
'PowerMomentConditioning.condition_number_ge' depends on axioms: [propext, Classical.choice, Quot.sound]
'PowerMomentConditioning.bound_attained_two' depends on axioms: [propext, Classical.choice, Quot.sound]
```

## From a Hamiltonian and a state to weights and nodes

Let $H$ have levels $x_i$ with orthonormal eigenstates $|i\rangle$, and put $w_i=|\langle i|\varphi\rangle|^2$. Then $w_i\ge 0$, $\sum_i w_i=1$, and the moment matrix $M$ has the entries

$$M_{jk}=\sum_i w_i x_i^{j+k}=\langle\varphi|H^{j+k}|\varphi\rangle=\langle H^j\varphi|H^k\varphi\rangle,\qquad j,k=0,\dots,n-1.$$

So $M$ is also the overlap matrix of the Krylov vectors $\varphi,H\varphi,\dots,H^{n-1}\varphi$. A small eigenvalue means that some coefficient vector of unit length combines them into a very short vector. The Krylov vectors are then nearly linearly dependent, or some of them are very short themselves.

In Lean, `momentMatrix w x n` is this matrix, with weights `w` and nodes `x` over a finite index type `ι`. The Hamiltonian and the state do not appear; the spectral decomposition above is the step that leads from them to `w` and `x`. A continuous spectral density would need integrals in place of the finite sums.

## What the theorems say

`eigenvalueSet A` contains the real numbers $\mu$ with $Av=\mu v$ for some $v\neq 0$. Its infimum and supremum are called `minEigenvalue A` and `maxEigenvalue A`. By `extreme_eigenvalues`, both are true eigenvalues whenever `A` is symmetric and of positive size. For real matrices, Mathlib's `IsHermitian` means symmetric.

The main theorem, `minEigenvalue_le`, assumes nonnegative weights (`hw`), normalisation (`hsum`), nodes in $[-1,1]$ (`hx`) and $n\ge 2$ (`hn`). Its conclusion is

$$\lambda_{\min}(M)\le 4^{2-n}.$$

The exponent is computed in the integers, so it does become negative for $n>2$.

`condition_number_ge` adds the hypothesis $\lambda_{\min}(M)>0$ and concludes that $\lambda_{\max}(M)/\lambda_{\min}(M)\ge 4^{n-2}$. Physically, the extra hypothesis says that $\varphi$ has weight on at least $n$ distinct levels. With fewer, the Krylov vectors are exactly dependent and $M$ is singular.

`bound_attained_two` shows that the eigenvalue bound is sharp at $n=2$: weights $\tfrac12$ at each of $\pm1$ give the identity matrix, whose smallest eigenvalue is $1=4^0$.

The second bound can be compared with double precision. If $M$ is nonsingular at $n=29$, its condition number is at least $4^{27}=2^{54}$, so some relative change of $M$ by at most $2^{-54}$ in spectral norm makes it singular. That is below the unit roundoff $2^{-53}$. The changed matrix need not be a Hankel matrix, so this compares sizes and does not by itself predict the error of a particular algorithm.

## A Chebyshev polynomial as trial vector

**The quadratic form is a mean square.** A coefficient vector $c$ defines the polynomial $f(x)=\sum_j c_jx^j$. Exchanging the sums gives

$$c\cdot Mc=\sum_{j,k}c_jc_k\sum_i w_ix_i^{j+k}=\sum_i w_i\,f(x_i)^2 .$$

This is `moment_quadratic_form`. Its proof expands the square, splits the power with `pow_add` and reorders the finite sums.

**The variational principle.** Expand $c=\sum_l a_lv_l$ in orthonormal eigenvectors of $M$ with eigenvalues $\lambda_l$. Then

$$c\cdot Mc=\sum_l\lambda_l a_l^2\ge\lambda_{\min}\sum_l a_l^2=\lambda_{\min}\,c\cdot c .$$

The vector $c$ need not be normalised, since its squared length stands on the right. The Lean proof of `variational_bound` takes a lower bound $a$ on all eigenvalues of a symmetric matrix $A$ and shows that $A-a\mathbf 1$ is positive semidefinite. Each eigenvalue $\nu$ of the shifted matrix gives an eigenvalue $\nu+a$ of $A$, hence $\nu\ge 0$. The lemma `eigenvalues_mem` connects Mathlib's list of eigenvalues with `eigenvalueSet`.

**A polynomial that is small but has large coefficients.** For the bound it is enough to find a long vector $c$ whose polynomial stays small on $[-1,1]$. The Chebyshev polynomials $T_m(\cos\theta)=\cos m\theta$ have this property. From

$$\cos((m+2)\theta)+\cos(m\theta)=2\cos\theta\,\cos((m+1)\theta)$$

follows the recursion $T_{m+2}=2xT_{m+1}-T_m$. Since $T_m$ has too low a degree to affect the top coefficient, that coefficient doubles at each step. It starts at $1$ for $T_1=x$, so $T_{m+1}$ has leading coefficient $2^m$.

In `chebyshev_pair`, `p` and `q` are the textbook $T_m$ and $T_{m+1}$. The induction carries both, because the recursion needs two predecessors. It tracks the degrees, the top coefficient and the cosine identities; the last of these comes from the addition formulas for $\cos(\alpha\pm\theta)$, with $\alpha=(m+1)\theta$.

**Combining the estimates.** Put $m=n-2$ and let $c$ hold the coefficients of $T_{m+1}=T_{n-1}$. Every node can be written as $x_i=\cos\theta_i$, so $|T_{n-1}(x_i)|\le 1$ and

$$c\cdot Mc\le\sum_i w_i=1,\qquad c\cdot c\ge(2^m)^2=4^m .$$

These are `hform` and `hnorm` in the main proof. If $\lambda_{\min}\ge 0$, then

$$4^m\lambda_{\min}\le\lambda_{\min}\,c\cdot c\le c\cdot Mc\le 1,$$

which gives $\lambda_{\min}\le 4^{-m}=4^{2-n}$. If $\lambda_{\min}\le 0$, the bound is immediate. The mean-square formula shows that $M$ has no negative eigenvalue, but the Lean proof treats both signs and does not need this fact.

**The condition number.** For the constant polynomial, $c=(1,0,\dots,0)$, one has $c\cdot c=1$ and $c\cdot Mc=M_{00}=\sum_iw_i=1$. Hence $\lambda_{\max}\ge 1$. `one_le_maxEigenvalue` obtains this by applying the variational bound to $-M$. When $\lambda_{\min}>0$,

$$4^{n-2}\lambda_{\min}\le 4^{n-2}\,4^{2-n}=1\le\lambda_{\max},$$

and division by $\lambda_{\min}$ gives the stated ratio. The `calc` block in `condition_number_ge` is this chain.

## A spin-1 example with n = 3

Take $H=S_x$ in units of $\hbar$, for a spin 1 prepared in the state with $S_z=+1$. The levels $1,0,-1$ have weights $\tfrac14,\tfrac12,\tfrac14$. The moments of order $0$ to $4$ are $1,0,\tfrac12,0,\tfrac12$, so

$$M=\begin{pmatrix}1&0&\tfrac12\\0&\tfrac12&0\\\tfrac12&0&\tfrac12\end{pmatrix}.$$

Its eigenvalues are $\tfrac12$ and $(3\pm\sqrt5)/4$, that is, about $0.191$, $0.5$ and $1.309$. The smallest lies below the bound $4^{-1}=0.25$, and the condition number is about $6.85$, above the guaranteed $4$.

The trial polynomial is $T_2=2x^2-1$, with $c=(-1,0,2)$. Here $c\cdot c=5$ and $c\cdot Mc=1$, so the normalised trial vector gives the expectation value $1/5=0.2$, already close to the exact eigenvalue. The general bound is weaker because it keeps only the leading coefficient, replacing $5$ by $4$.

## A spectrum in [−r, r]

If the levels lie in $[-r,r]$ with $r>0$, the trial polynomial $T_{n-1}(x/r)$ is still bounded by $1$ at every node. Its leading coefficient is $2^{n-2}/r^{n-1}$, and the same estimate gives

$$\lambda_{\min}(M)\le 4\left(\frac r2\right)^{2(n-1)},\qquad n\ge 2 .$$

For $r=1$ this is the bound above. The bound decays with $n$ if $r<2$, and faster for smaller $r$. For $r\ge 2$ it is at least $4$ and gives no information, since $\lambda_{\min}(M)\le M_{00}=1$ always holds. For every $r$, the eigenvalue is exactly zero once $n$ exceeds the number of distinct levels. This extension is argued here in prose and has no Lean proof.
